# Extrapolating orthonormality multipliers with bounded second derivative displaces an ion by at most order h⁴ in one Verlet step

In ultrasoft Car–Parrinello dynamics, replacing the multipliers Λ(t+h) by 2Λ(t) − Λ(t−h) should change a new ionic coordinate by at most a constant times M h⁴/m. Here h is the time step, m > 0 is the ionic mass, and M bounds the second time derivative of every multiplier. The overlap operator moves with the ions, so the ionic update asks for multipliers that are not yet known, and the extrapolation supplies an estimate of them.

I can see where the powers of h come from: two from the extrapolation and two from Verlet. I would like the constant as well, for a full complex matrix of multipliers and not just for one real number. Can this be proved completely, with a proof that Lean accepts?

## The bound (Σ|g_ij|) M h⁴/m and its derivation

Yes. If g_ij are the matrix elements of the derivative of the overlap operator S with respect to the ionic coordinate, the two updates differ by at most

(Σ_ij |g_ij|) M h⁴ / m.

For a single real multiplier with coefficient g this becomes |g| M h⁴/m, and a quadratic multiplier attains it.

**One multiplier.** Let L be one multiplier as a function of time, with |L''| ≤ M. Fix t and consider the extrapolation error as a function of the step u:

e(u) = 2L(t) − L(t−u) − L(t+u).

Then e(0) = 0, and differentiating with respect to u gives

e'(u) = L'(t−u) − L'(t+u).

The two times on the right are 2u apart when u ≥ 0. Since L'' is bounded by M, L' changes by at most M times the elapsed time, so |e'(u)| ≤ 2Mu. Integrating from 0 to h ≥ 0,

|e(h)| ≤ ∫₀ʰ 2Mu du = M h².

Exchanging u and −u leaves e unchanged, so the same bound holds for a negative step.

**The force.** With the constraint term Σ_ij Λ_ij (⟨φ_i|S|φ_j⟩ − δ_ij) in the Lagrangian, where φ_i are the orbitals, the constraint force on the coordinate is

Σ_ij Λ_ij g_ij, with g_ij = ⟨φ_i|∂S/∂R|φ_j⟩.

For Hermitian Λ and g this sum is real: complex conjugation turns Λ_ij g_ij into Λ_ji g_ji, and relabelling the indices restores the original sum. Write Λᵉ = 2Λ(t) − Λ(t−h) for the extrapolated matrix. The force then changes by

|Re Σ_ij (Λᵉ_ij − Λ_ij(t+h)) g_ij| ≤ Σ_ij |Λᵉ_ij − Λ_ij(t+h)| |g_ij| ≤ M h² Σ_ij |g_ij|.

**The position.** Let Rprev and R be the last two values of the coordinate. Let Rex be the new value obtained with Λ(t+h), and Rap the one obtained with Λᵉ. If F is the rest of the force, and C_ex and C_ap are the two constraint forces, then

m (Rex − 2R + Rprev) = h² (F + C_ex),

m (Rap − 2R + Rprev) = h² (F + C_ap).

Subtracting removes everything the two steps share:

|Rap − Rex| = (h²/m) |C_ap − C_ex| ≤ (Σ_ij |g_ij|) M h⁴ / m.

**Sharpness for one multiplier.** Take L(u) = M u²/2 with M ≥ 0. Then

2L(t) − L(t−h) − L(t+h) = (M/2) (2t² − (t−h)² − (t+h)²) = −M h²,

and the displacement is exactly |g| M h⁴/m.

Here is the complete Lean file.

```lean
import Mathlib

open Finset ComplexConjugate

namespace UltrasoftMultiplierExtrapolation

noncomputable section

/-- Linear extrapolation of a time-dependent quantity to time `t + h` from its values at
`t` and `t - h`. -/
def extrapolate {E : Type*} [AddCommGroup E] [Module ℝ E] (L : ℝ → E) (t h : ℝ) : E :=
  (2 : ℝ) • L t - L (t - h)

/-- The Verlet relation `m (R₊ - 2 R + R₋) = h² F` between three successive values of an ionic
coordinate, for mass `m`, time step `h` and force `F`. -/
def VerletStep (m h Rprev R Rnext F : ℝ) : Prop :=
  m * (Rnext - 2 * R + Rprev) = h ^ 2 * F

/-- The constraint force on one ionic coordinate: the real part of `∑ Λ i j * g i j`, where `Λ`
holds the orthonormality multipliers and `g` the matrix elements of the derivative of the
overlap operator with respect to that coordinate. -/
def constraintForce {ι : Type*} [Fintype ι] (Λ g : Matrix ι ι ℂ) : ℝ :=
  (∑ i, ∑ j, Λ i j * g i j).re

/-- If the second derivative of `L` is bounded in norm by `M`, linear extrapolation over a time
step `h` has error at most `M h²`. -/
theorem extrapolation_error {E : Type*} [NormedAddCommGroup E] [NormedSpace ℝ E]
    {L L' L'' : ℝ → E} {M : ℝ} (h1 : ∀ s, HasDerivAt L (L' s) s)
    (h2 : ∀ s, HasDerivAt L' (L'' s) s) (hM : ∀ s, ‖L'' s‖ ≤ M) (t h : ℝ) :
    ‖extrapolate L t h - L (t + h)‖ ≤ M * h ^ 2 := by
  unfold extrapolate
  -- the velocity of the multiplier is Lipschitz with constant `M`
  have lip : ∀ x y, ‖L' y - L' x‖ ≤ M * ‖y - x‖ := fun x y =>
    Convex.norm_image_sub_le_of_norm_hasDerivWithin_le (s := Set.univ)
      (fun s _ => (h2 s).hasDerivWithinAt) (fun s _ => hM s) convex_univ
      (Set.mem_univ x) (Set.mem_univ y)
  -- derivative of the error with respect to the time step
  have hd : ∀ s, HasDerivAt (fun u => (2 : ℝ) • L t - L (t - u) - L (t + u))
      (L' (t - s) - L' (t + s)) s := fun s =>
    (((hasDerivAt_const s ((2 : ℝ) • L t)).fun_sub
      (HasDerivAt.comp_const_sub t s (h1 (t - s)))).fun_sub
      (HasDerivAt.comp_const_add t s (h1 (t + s)))).congr_deriv (by abel)
  have hB : ∀ s : ℝ, HasDerivAt (fun u : ℝ => M * u ^ 2) (M * (2 * s)) s := fun s =>
    ((hasDerivAt_pow 2 s).const_mul M).congr_deriv (by norm_num)
  -- integrate the bound `2 M s` from `0` to a non-negative step
  have key : ∀ k : ℝ, 0 ≤ k →
      ‖(2 : ℝ) • L t - L (t - k) - L (t + k)‖ ≤ M * k ^ 2 := by
    intro k hk
    refine image_norm_le_of_norm_deriv_right_le_deriv_boundary
      (f := fun u => (2 : ℝ) • L t - L (t - u) - L (t + u))
      (f' := fun s => L' (t - s) - L' (t + s)) (a := 0) (b := k)
      (fun s _ => (hd s).continuousAt.continuousWithinAt)
      (fun s _ => (hd s).hasDerivWithinAt) ?_ hB ?_ (Set.right_mem_Icc.mpr hk)
    · simp [two_smul]
    · intro s hs
      have e : ‖(t - s) - (t + s)‖ = 2 * s := by
        rw [show (t - s) - (t + s) = -(2 * s) by ring, norm_neg, Real.norm_eq_abs,
          abs_of_nonneg (by linarith [hs.1])]
      have hl := lip (t + s) (t - s)
      rwa [e] at hl
  rcases le_total 0 h with hh | hh
  · exact key h hh
  · -- the error is even in the time step
    have hk := key (-h) (by linarith)
    rwa [sub_neg_eq_add, ← sub_eq_add_neg, neg_sq, sub_right_comm] at hk

/-- For Hermitian multipliers and Hermitian overlap derivatives the sum `∑ Λ i j * g i j` is
real. -/
theorem constraint_sum_real {ι : Type*} [Fintype ι] {Λ g : Matrix ι ι ℂ}
    (hΛ : Λ.IsHermitian) (hg : g.IsHermitian) :
    (∑ i, ∑ j, Λ i j * g i j).im = 0 := by
  rw [← Complex.conj_eq_iff_im]
  simp only [map_sum, map_mul]
  rw [Finset.sum_comm]
  refine sum_congr rfl fun i _ => sum_congr rfl fun j _ => ?_
  have a : conj (Λ j i) = Λ i j := hΛ.apply i j
  have b : conj (g j i) = g i j := hg.apply i j
  rw [a, b]

/-- Changing the multipliers from `B` to `A` changes the constraint force by at most
`∑ |A i j - B i j| |g i j|`. -/
theorem constraintForce_diff {ι : Type*} [Fintype ι] (A B g : Matrix ι ι ℂ) :
    |constraintForce A g - constraintForce B g| ≤ ∑ i, ∑ j, ‖A i j - B i j‖ * ‖g i j‖ := by
  have e : constraintForce A g - constraintForce B g
      = (∑ i, ∑ j, (A i j - B i j) * g i j).re := by
    simp only [constraintForce, sub_mul, Finset.sum_sub_distrib, Complex.sub_re]
  rw [e]
  exact (Complex.abs_re_le_norm _).trans ((norm_sum_le _ _).trans (sum_le_sum fun i _ =>
    (norm_sum_le _ _).trans (sum_le_sum fun j _ => (norm_mul _ _).le)))

/-- Two Verlet steps of an ion of mass `m > 0` from the same past positions, under forces `F₁`
and `F₂`, end a distance `(h²/m) |F₁ - F₂|` apart. -/
theorem verlet_diff {m h Rprev R x y F₁ F₂ : ℝ} (hm : 0 < m)
    (hx : VerletStep m h Rprev R x F₁) (hy : VerletStep m h Rprev R y F₂) :
    |x - y| = h ^ 2 / m * |F₁ - F₂| := by
  unfold VerletStep at hx hy
  have e : x - y = h ^ 2 / m * (F₁ - F₂) := by
    rw [div_mul_eq_mul_div, eq_div_iff hm.ne']
    linear_combination hx - hy
  rw [e, abs_mul, abs_of_nonneg (by positivity : 0 ≤ h ^ 2 / m)]

/-- Let every multiplier have second derivative bounded by `M`, and let the ion have mass
`m > 0`. Replacing the multipliers at `t + h` by their linear extrapolation in one Verlet step
changes the new ionic coordinate by at most `(∑ |g i j|) M h⁴ / m`. -/
theorem ionic_position_error {ι : Type*} [Fintype ι] {Λ Λ' Λ'' : ℝ → Matrix ι ι ℂ}
    {g : Matrix ι ι ℂ} {M m t h F Rprev R Rex Rap : ℝ}
    (h1 : ∀ i j s, HasDerivAt (fun u => Λ u i j) (Λ' s i j) s)
    (h2 : ∀ i j s, HasDerivAt (fun u => Λ' u i j) (Λ'' s i j) s)
    (hM : ∀ i j s, ‖Λ'' s i j‖ ≤ M) (hm : 0 < m)
    (hex : VerletStep m h Rprev R Rex (F + constraintForce (Λ (t + h)) g))
    (hap : VerletStep m h Rprev R Rap (F + constraintForce (extrapolate Λ t h) g)) :
    |Rap - Rex| ≤ (∑ i, ∑ j, ‖g i j‖) * M * h ^ 4 / m := by
  rw [verlet_diff hm hap hex, add_sub_add_left_eq_sub]
  -- each multiplier is extrapolated with error at most `M h²`
  have hb : |constraintForce (extrapolate Λ t h) g - constraintForce (Λ (t + h)) g|
      ≤ ∑ i, ∑ j, M * h ^ 2 * ‖g i j‖ :=
    (constraintForce_diff _ _ _).trans (sum_le_sum fun i _ => sum_le_sum fun j _ =>
      mul_le_mul_of_nonneg_right
        (extrapolation_error (h1 i j) (h2 i j) (hM i j) t h) (norm_nonneg _))
  refine (mul_le_mul_of_nonneg_left hb (by positivity : 0 ≤ h ^ 2 / m)).trans (le_of_eq ?_)
  simp only [← Finset.mul_sum]
  ring

/-- For a single real multiplier `L` with `|L''| ≤ M`, coupled to an ion of mass `m > 0` by the
coefficient `g`, extrapolating `L` changes the new position by at most `|g| M h⁴ / m`. -/
theorem single_multiplier_error {L L' L'' : ℝ → ℝ} {g M m t h F Rprev R Rex Rap : ℝ}
    (h1 : ∀ s, HasDerivAt L (L' s) s) (h2 : ∀ s, HasDerivAt L' (L'' s) s)
    (hM : ∀ s, |L'' s| ≤ M) (hm : 0 < m)
    (hex : VerletStep m h Rprev R Rex (F + L (t + h) * g))
    (hap : VerletStep m h Rprev R Rap (F + extrapolate L t h * g)) :
    |Rap - Rex| ≤ |g| * M * h ^ 4 / m := by
  rw [verlet_diff hm hap hex, add_sub_add_left_eq_sub, ← sub_mul, abs_mul]
  have hb : |extrapolate L t h - L (t + h)| ≤ M * h ^ 2 := extrapolation_error h1 h2 hM t h
  refine (mul_le_mul_of_nonneg_left (mul_le_mul_of_nonneg_right hb (abs_nonneg g))
    (by positivity : 0 ≤ h ^ 2 / m)).trans (le_of_eq ?_)
  ring

/-- For the quadratic multiplier `M t² / 2` with `M ≥ 0` and an ion of mass `m > 0`, the position
error caused by extrapolation equals `|g| M h⁴ / m`. -/
theorem single_multiplier_error_sharp {g M m t h F Rprev R Rex Rap : ℝ}
    (hM : 0 ≤ M) (hm : 0 < m)
    (hex : VerletStep m h Rprev R Rex (F + M / 2 * (t + h) ^ 2 * g))
    (hap : VerletStep m h Rprev R Rap
      (F + extrapolate (fun u : ℝ => M / 2 * u ^ 2) t h * g)) :
    |Rap - Rex| = |g| * M * h ^ 4 / m := by
  have e : extrapolate (fun u : ℝ => M / 2 * u ^ 2) t h - M / 2 * (t + h) ^ 2
      = -(M * h ^ 2) := by
    simp only [extrapolate, smul_eq_mul]
    ring
  rw [verlet_diff hm hap hex, add_sub_add_left_eq_sub, ← sub_mul, e, abs_mul, abs_neg,
    abs_of_nonneg (by positivity : 0 ≤ M * h ^ 2)]
  ring

end

end UltrasoftMultiplierExtrapolation
```

```lean
#print axioms UltrasoftMultiplierExtrapolation.constraint_sum_real
#print axioms UltrasoftMultiplierExtrapolation.ionic_position_error
#print axioms UltrasoftMultiplierExtrapolation.single_multiplier_error
#print axioms UltrasoftMultiplierExtrapolation.single_multiplier_error_sharp
```

```
'UltrasoftMultiplierExtrapolation.constraint_sum_real' depends on axioms: [propext, Classical.choice, Quot.sound]
'UltrasoftMultiplierExtrapolation.ionic_position_error' depends on axioms: [propext, Classical.choice, Quot.sound]
'UltrasoftMultiplierExtrapolation.single_multiplier_error' depends on axioms: [propext, Classical.choice, Quot.sound]
'UltrasoftMultiplierExtrapolation.single_multiplier_error_sharp' depends on axioms: [propext, Classical.choice, Quot.sound]
```

## What the Lean statements say about the ion

The main theorem is `ionic_position_error`. The finite type `ι` labels the orbitals, and `Λ : ℝ → Matrix ι ι ℂ` is the multiplier matrix as a function of time. `Λ'` and `Λ''` are its first and second derivatives, which `h1` and `h2` require element by element at every time. The hypothesis `hM` bounds each element of `Λ''` by the same `M`.

This bound is assumed, not derived from the equations of motion. Physically, M measures how abruptly the multipliers respond to the moving ions and to the fictitious dynamics of the orbitals. An oscillation of amplitude A and angular frequency ω in a multiplier contributes up to Aω² to it, so at a given amplitude a faster oscillation makes the bound weaker.

`VerletStep` is a relation between three positions and a force, not a formula for the new position. With `0 < m` the relation determines that position. The hypothesis `hex` says that `Rex` completes the step with the multipliers at `t + h`, and `hap` says that `Rap` completes it with `extrapolate Λ t h`. Both contain the same `Rprev`, `R`, `F` and `g`, so the theorem isolates the effect of the multipliers.

`constraintForce` takes the real part of the sum by definition. `constraint_sum_real` shows that nothing is lost by this when both matrices are Hermitian. The extrapolated matrix is a real combination of two Hermitian matrices, so it is Hermitian too. The error bound itself does not need Hermiticity. The index order matters: the sum pairs `Λ i j` with `g i j`, whereas the trace of the matrix product Λg would pair `Λ i j` with `g j i`.

The time label follows the convention that Λ(t+h) belongs to the step ending at t+h, where the new orbitals must be orthonormal. The theorem takes a smooth function Λ as given and does not show that solving the constraints produces one. It also takes Λ(t) and Λ(t−h) to be exact, and treats one coordinate in one step, so it does not bound the error accumulated along a trajectory.

`single_multiplier_error` is the version for one real multiplier, and `single_multiplier_error_sharp` is the quadratic example.

For simulation practice, the result says that a single extrapolated step, with exact earlier multipliers and a finite bound M, changes the new coordinate by at most order h⁴. The usual bound on the local truncation error of Verlet on a smooth trajectory is of the same order.

## From the bounded second derivative to the ionic displacement in Lean

`extrapolation_error` is the analytic part. It is stated for functions with values in any real normed space, so it serves both complex matrix elements and real multipliers. Its steps follow the derivation above:

- `lip` turns the bound on `L''` into a Lipschitz bound on `L'`, using the mean value inequality.
- `hd` computes the derivative of the error with respect to the step, and `hB` computes the derivative 2Ms of the comparison function M s².
- `key` does the work of the integral. A Mathlib comparison theorem says that if a function starts within a bound and its derivative is no larger in norm than that of the bound, then it stays within the bound.
- The final case distinction handles negative steps by the symmetry of the error.

`constraintForce_diff` writes the difference of two constraint forces as the real part of one sum. It then uses that a real part is at most the modulus, followed by the triangle inequality over both indices. `verlet_diff` subtracts the two Verlet relations; `linear_combination hx - hy` is exactly that subtraction, after the division by m has been cleared.

`ionic_position_error` joins these results. It rewrites the displacement with `verlet_diff`, cancels the common force `F`, and applies `extrapolation_error` to each matrix element. It then multiplies by h²/m and collects the factors. The theorem for one real multiplier takes the same route without the sums. In the sharp example the extrapolation error is computed by `ring`, so every inequality is replaced by an equality.

## The predicted multipliers in a molecular dynamics loop

A code that extrapolates in this way keeps the multiplier matrices of the last two steps. It forms 2Λ(t) − Λ(t−h), contracts the result with the matrix elements of ∂S/∂R, adds this to the remaining ionic force and moves the ions. The overlap operator can then be built at the new positions, and orthonormalising the new orbitals supplies new multipliers.

If the code repeats the ionic update with these multipliers until both agree, the extrapolation is only the starting guess, and the bound concerns the positions from that first pass. The extrapolation needs the multipliers of two earlier steps, so a run started from scratch needs a different guess until these are available.

## Where the mean value theorem misleads for complex multipliers

For a real multiplier, the second difference L(t+h) − 2L(t) + L(t−h) equals h² L''(ξ) at some intermediate time ξ, which gives the bound at once. Carrying this equality over to complex matrix elements is wrong.

For L(u) = exp(iu), the second difference has modulus 2 − 2 cos h. This is smaller than h² for every h ≠ 0, while |L''| = 1 at all times, so no ξ can work. Treating the real and imaginary parts separately is valid, but combining the two bounds gives √2 M h². Bounding the norm of the derivative, as the proof does, keeps the constant at M h².
